# The Resta marker of occupied plane waves on a finite ring is nonzero exactly when the twist's momentum shift keeps every occupied momentum in the occupied set

On a finite ring of `N` sites, the twist operator `Z_m` multiplies a wave function by exp(2πi m x / N) and so raises the momentum of a plane wave by `m`. The Resta marker is the determinant of the matrix of `Z_m` between the normalised plane waves with momenta in a set `S`, as for non-interacting spinless fermions that fill those orbitals. The theorem `marker_ne_zero_iff` says that this determinant is nonzero if and only if `q + m` lies in `S` for every `q` in `S`, with momenta added modulo `N`. For the forward direction, the proof supposes that some `q + m` falls outside `S` and shows that column `q` of the matrix vanishes, which makes the determinant zero. The converse uses the earlier result that the marker has modulus one when the shift carries `S` into itself.

Lean 4 with Mathlib refuses this proof:

```lean
import Mathlib

open Matrix ComplexConjugate

namespace RestaMarker

noncomputable section

variable {N : ℕ} [NeZero N]

/-- The normalised plane wave of momentum `k` on a ring of `N` sites. -/
def planeWave (k x : ZMod N) : ℂ :=
  ZMod.stdAddChar (k * x) / ((Real.sqrt (N : ℝ) : ℝ) : ℂ)

/-- The twist operator `Z_m`, which multiplies a wave function by `exp (2πi m x / N)`. -/
def twist (m : ZMod N) (f : ZMod N → ℂ) : ZMod N → ℂ :=
  fun x => ZMod.stdAddChar (m * x) * f x

/-- The inner product of two wave functions on the ring. -/
def braket (f g : ZMod N → ℂ) : ℂ := ∑ x, conj (f x) * g x

/-- The matrix of the twist operator `Z_m` between the orbitals of a family `φ`. -/
def twistMatrix {ι : Type*} (m : ZMod N) (φ : ι → ZMod N → ℂ) : Matrix ι ι ℂ :=
  Matrix.of fun a b => braket (φ a) (twist m (φ b))

/-- The Resta marker: the determinant of `Z_m` between the plane waves with momenta in `S`. -/
def marker (m : ZMod N) (S : Finset (ZMod N)) : ℂ :=
  (twistMatrix m (fun k : S => planeWave (k : ZMod N))).det

/-- The twist operator `Z_m` raises the momentum of a plane wave by `m`. -/
theorem twist_planeWave (m q : ZMod N) : twist m (planeWave q) = planeWave (q + m) := by
  funext x
  simp only [twist, planeWave]
  rw [add_mul, AddChar.map_add_eq_mul]
  ring

/-- Plane waves on the ring are orthonormal. -/
theorem braket_planeWave (k q : ZMod N) :
    braket (planeWave k) (planeWave q) = if k = q then 1 else 0 := by
  have hs : ((Real.sqrt (N : ℝ) : ℝ) : ℂ) * ((Real.sqrt (N : ℝ) : ℝ) : ℂ) = (N : ℂ) := by
    rw [← Complex.ofReal_mul, Real.mul_self_sqrt (Nat.cast_nonneg N), Complex.ofReal_natCast]
  -- the integrand is a single character of the momentum difference
  have h : ∀ x : ZMod N, conj (planeWave k x) * planeWave q x =
      ZMod.stdAddChar (x * (q - k)) / (N : ℂ) := by
    intro x
    have hx : x * (q - k) = -(k * x) + q * x := by ring
    unfold planeWave
    rw [hx, AddChar.map_add_eq_mul, AddChar.map_neg_eq_conj, map_div₀, Complex.conj_ofReal,
      div_mul_div_comm, hs]
  simp only [braket, h]
  rw [← Finset.sum_div, AddChar.sum_mulShift (q - k) (ZMod.isPrimitive_stdAddChar N), ZMod.card]
  by_cases hkq : k = q
  · subst hkq
    simp [NeZero.ne N]
  · rw [if_neg (sub_ne_zero.mpr (Ne.symm hkq)), if_neg hkq]
    simp

/-- Between plane waves, the entry of `Z_m` in row `k` and column `q` is one if `k = q + m` and zero
otherwise. -/
theorem twistMatrix_planeWave (m : ZMod N) (S : Finset (ZMod N)) (k q : S) :
    twistMatrix m (fun k : S => planeWave (k : ZMod N)) k q =
      if (k : ZMod N) = q + m then 1 else 0 := by
  rw [twistMatrix, Matrix.of_apply, twist_planeWave, braket_planeWave]

/-- If the momentum set is carried into itself by the shift `m`, the marker has modulus one. -/
theorem norm_marker_of_invariant {m : ZMod N} {S : Finset (ZMod N)}
    (h : ∀ q ∈ S, q + m ∈ S) : ‖marker m S‖ = 1 := by
  unfold marker
  set M := twistMatrix m (fun k : S => planeWave (k : ZMod N)) with hM
  have hE : ∀ k q : S, M k q = if (k : ZMod N) = q + m then 1 else 0 :=
    twistMatrix_planeWave m S
  -- the shift permutes the occupied momenta, so the matrix is unitary
  have hU : Mᴴ * M = 1 := by
    ext k q
    rw [Matrix.mul_apply, Finset.sum_eq_single (⟨k + m, h k k.2⟩ : S)]
    · by_cases hkq : k = q
      · subst hkq
        simp [Matrix.conjTranspose_apply, hE]
      · have hv : (k : ZMod N) ≠ q := fun e => hkq (Subtype.ext e)
        simp [Matrix.conjTranspose_apply, hE, hkq, hv]
    · intro l _ hl
      have hv : (l : ZMod N) ≠ k + m := fun e => hl (Subtype.ext e)
      simp [Matrix.conjTranspose_apply, hE, hv]
    · intro hn
      exact absurd (Finset.mem_univ _) hn
  have hd := congrArg Matrix.det hU
  rw [Matrix.det_mul, Matrix.det_conjTranspose, Matrix.det_one] at hd
  have hn := congrArg norm hd
  rw [norm_mul, norm_star, norm_one] at hn
  exact (mul_self_eq_one_iff.mp hn).resolve_right
    (fun e => by linarith [norm_nonneg M.det])

/-- The marker is nonzero exactly when the shift by `m` keeps every occupied momentum in `S`. -/
theorem marker_ne_zero_iff (m : ZMod N) (S : Finset (ZMod N)) :
    marker m S ≠ 0 ↔ ∀ q ∈ S, q + m ∈ S := by
  constructor
  · intro h q hq
    by_contra hn
    -- a momentum shifted out of `S` gives a vanishing column
    refine h (Matrix.det_eq_zero_of_column_eq_zero (⟨q, hq⟩ : S) fun k => ?_)
    rw [twistMatrix_planeWave]
    exact if_neg fun e => hn (e ▸ k.2)
  · intro h h0
    have h1 := norm_marker_of_invariant h
    rw [h0, norm_zero] at h1
    exact zero_ne_one h1

end

end RestaMarker
```

Compiling this gives:

```
Main.lean:102:30: error: invalid `▸` notation, argument
  e
has type
  ?m.54
equality expected
```

What went wrong. The error is in the step showing that each entry of column `q` is zero. There `if_neg` needs a proof that the condition of the `if` is false, and the attempt gives it as a function of a hypothesis `e`. The notation `e ▸ k.2` rewrites along `e`, so Lean must know that `e` is an equality. But Lean elaborated this function before it had used the goal to find out which condition `if_neg` was about. The type of `e` was therefore still the unknown `?m.54`, and `▸` was rejected.

The repair first states the negated condition as `hv`, that `k` is different from `q + m`. Inside its proof `e` is known to be the equality of `k` and `q + m`, so `rw [← e]` can turn the goal `q + m ∈ S` into `k ∈ S`, which `k.2` proves. This contradicts `hn`. Then `if_neg hv` closes the original goal, since the type of `hv` tells Lean the condition. The mathematical argument is unchanged.

The change, after which it compiles:

```diff
@@ -100,5 +100,10 @@
     refine h (Matrix.det_eq_zero_of_column_eq_zero (⟨q, hq⟩ : S) fun k => ?_)
     rw [twistMatrix_planeWave]
-    exact if_neg fun e => hn (e ▸ k.2)
+    have hv : (k : ZMod N) ≠ q + m := by
+      intro e
+      apply hn
+      rw [← e]
+      exact k.2
+    exact if_neg hv
   · intro h h0
     have h1 := norm_marker_of_invariant h
```
